# A uniform force moves the density of a harmonic-trap eigenstate rigidly

Interacting particles sit in an eigenstate of a harmonic trap when a uniform, time-dependent force starts to act. Does the cloud deform, or does it only move? If the interaction depends only on relative positions, there is a solution in which it moves without changing shape, along the path of a classical driven oscillator.

## The state that follows the classical path

Take N particles of unit mass on a line, with ħ = 1, trap frequency ω and positions xⱼ. Their interaction U(x) is unchanged when all particles are shifted together. Let φ be an eigenfunction:

[−½ Σⱼ ∂ⱼ² + Σⱼ ω²xⱼ²/2 + U(x)] φ(x) = E φ(x).

For a force F(t), let the position X, momentum P and phase integral S satisfy

X′ = P,  P′ = −ω²X + F,  S′ = (P² − ω²X²)/2.

Then, with x − X meaning that X is subtracted from every coordinate,

ψ(x,t) = exp(i(P Σⱼ xⱼ − N S − E t)) φ(x − X)

solves the Schrödinger equation with −F(t) Σⱼ xⱼ added to the potential. If n₀ is the density of φ, the density of ψ at position r is n₀(r − X(t)).

## A reference density for real-time propagation

A propagation code can start from φ with X = P = S = 0, ramp up a uniform force smoothly, and compare its density with the shifted initial density. The reference costs one ordinary differential equation. In time-dependent density-functional theory, for purely harmonic confinement and a uniform force, this rigid motion is an exact condition that approximate exchange–correlation potentials can be tested against.

## Cancelling the terms

Write θ for the phase of ψ, Q = Σⱼ xⱼ and y = x − X. Each space derivative of ψ brings down a term iP:

∂ⱼψ = exp(iθ) [iPφ(y) + ∂ⱼφ(y)],

∂ⱼ²ψ = exp(iθ) [−P²φ(y) + 2iP ∂ⱼφ(y) + ∂ⱼ²φ(y)].

The kinetic term is therefore

−½ Σⱼ ∂ⱼ²ψ = exp(iθ) [−½ Σⱼ ∂ⱼ²φ(y) − iP Σⱼ ∂ⱼφ(y) + (NP²/2) φ(y)].

The trap energy at the shifted positions is

Σⱼ ω²yⱼ²/2 = Σⱼ ω²xⱼ²/2 − ω²XQ + Nω²X²/2.

Use this and U(y) = U(x) in the eigenvalue equation at y to replace −½ Σⱼ ∂ⱼ²φ(y). After adding the full potential, the trap and interaction terms in x cancel:

Hψ = exp(iθ) {[E + ω²XQ − FQ + N(P² − ω²X²)/2] φ(y) − iP Σⱼ ∂ⱼφ(y)}.

For the time derivative, the chain rule gives

i∂ₜψ = exp(iθ) [−θ′φ(y) − iP Σⱼ ∂ⱼφ(y)],

θ′ = (−ω²X + F)Q − N(P² − ω²X²)/2 − E.

The two right-hand sides agree. For the density, |exp(iθ)| = 1, and shifting the integration variables by X leaves n₀(r − X).

## When U is tied to the laboratory frame

Take one particle with U(x) = (κ² − ω²)x²/2, where κ > 0 and κ ≠ ω. Then φ = exp(−κx²/2) is an eigenfunction with E = κ/2, but U is not translation invariant. The calculation now leaves

(Hψ − i∂ₜψ) = (κ² − ω²)(xX − X²/2) ψ,

which is not identically zero when X ≠ 0. The particle feels frequency κ, while X was computed with ω.

## The Lean file

```lean
import Mathlib

open Complex MeasureTheory

namespace HarmonicPotentialTheorem

noncomputable section

variable {N : ℕ}

local notation:max "δ[" i "]" => (Pi.single i (1 : ℝ) : Fin _ → ℝ)

/-- The partial derivative of a wavefunction with respect to the position of particle `i`. -/
def partialD (i : Fin N) (f : (Fin N → ℝ) → ℂ) (x : Fin N → ℝ) : ℂ :=
  fderiv ℝ f x δ[i]

/-- The Hamiltonian of `N` particles on the line with total potential energy `V`. -/
def hamiltonian (V : (Fin N → ℝ) → ℝ) (f : (Fin N → ℝ) → ℂ) (x : Fin N → ℝ) : ℂ :=
  -(1 / 2) * ∑ i, partialD i (partialD i f) x + V x * f x

/-- The total potential energy of the particles in a harmonic trap of frequency `ω`. -/
def trap (ω : ℝ) (x : Fin N → ℝ) : ℝ := ∑ j, ω ^ 2 * x j ^ 2 / 2

/-- All particle positions measured from the point `c`. -/
def shift (c : ℝ) (x : Fin N → ℝ) : Fin N → ℝ := fun j => x j - c

/-- The phase factor `exp(i(p ∑ xⱼ - a))`. -/
def phase (p a : ℝ) (x : Fin N → ℝ) : ℂ := Complex.exp (((p * ∑ j, x j - a : ℝ) : ℂ) * I)

/-- A wavefunction displaced by `c` and multiplied by the phase factor. -/
def boost (p a c : ℝ) (f : (Fin N → ℝ) → ℂ) (x : Fin N → ℝ) : ℂ :=
  phase p a x * f (shift c x)

/-- The time-dependent Schrödinger equation, for wavefunctions twice continuously
differentiable in space. -/
def SolvesTDSE (V : ℝ → (Fin N → ℝ) → ℝ) (ψ : ℝ → (Fin N → ℝ) → ℂ) : Prop :=
  ∀ t, ContDiff ℝ 2 (ψ t) ∧
    ∀ x, HasDerivAt (fun s => ψ s x) (-I * hamiltonian (V t) (ψ t) x) t

/-- A classical oscillator with position `X`, momentum `P` and phase integral `S`,
driven by the force `F`. -/
structure IsDrivenPath (ω : ℝ) (F X P S : ℝ → ℝ) : Prop where
  pos : ∀ t, HasDerivAt X (P t) t
  mom : ∀ t, HasDerivAt P (-ω ^ 2 * X t + F t) t
  act : ∀ t, HasDerivAt S ((P t ^ 2 - ω ^ 2 * X t ^ 2) / 2) t

/-- The state `φ` carried along the path `X`, with phase `P ∑ xⱼ - N S - E t`. -/
def movingState (φ : (Fin N → ℝ) → ℂ) (E : ℝ) (X P S : ℝ → ℝ) (t : ℝ) :
    (Fin N → ℝ) → ℂ :=
  boost (P t) (N * S t + E * t) (X t) φ

/-- The particle density: the sum over particles of `|ψ|²` integrated over the others. -/
def density (ψ : (Fin (N + 1) → ℝ) → ℂ) (x : ℝ) : ℝ :=
  ∑ i : Fin (N + 1), ∫ y : Fin N → ℝ, ‖ψ (Fin.insertNth (α := fun _ => ℝ) i x y)‖ ^ 2

/-- The partial derivative is the rate of change when one particle is moved. -/
theorem hasDerivAt_line {f : (Fin N → ℝ) → ℂ} {x : Fin N → ℝ}
    (hf : DifferentiableAt ℝ f x) (i : Fin N) :
    HasDerivAt (fun s : ℝ => f (x + s • δ[i])) (partialD i f x) 0 :=
  hf.hasFDerivAt.hasLineDerivAt _

/-- Boosting a wavefunction preserves its smoothness. -/
theorem boost_contDiff {n : WithTop ℕ∞} {p a c : ℝ} {f : (Fin N → ℝ) → ℂ}
    (hf : ContDiff ℝ n f) : ContDiff ℝ n (boost p a c f) := by
  have h1 : ContDiff ℝ n (fun x : Fin N → ℝ => p * ∑ j, x j - a) := by fun_prop
  have h2 : ContDiff ℝ n (fun x : Fin N → ℝ => ((p * ∑ j, x j - a : ℝ) : ℂ)) :=
    ofRealCLM.contDiff.comp h1
  have h3 : ContDiff ℝ n (shift c : (Fin N → ℝ) → Fin N → ℝ) := by
    unfold shift
    fun_prop
  exact (h2.mul contDiff_const).cexp.mul (hf.comp h3)

/-- The partial derivative of a boosted wavefunction is the boost of `ip f + ∂ᵢf`. -/
theorem partialD_boost {p a c : ℝ} {f : (Fin N → ℝ) → ℂ} (hf : ContDiff ℝ 1 f) (i : Fin N) :
    partialD i (boost p a c f) = boost p a c (fun y => I * p * f y + partialD i f y) := by
  funext x
  have hs : ∀ s : ℝ, ∑ j, (x + s • δ[i]) j = ∑ j, x j + s := by
    intro s
    simp [Finset.sum_add_distrib, Pi.single_apply]
  have hp : HasDerivAt (fun s : ℝ => phase p a (x + s • δ[i])) (phase p a x * (p * I)) 0 := by
    have h0 : HasDerivAt (fun s : ℝ => p * (∑ j, x j + s) - a) p 0 :=
      ((((hasDerivAt_id' (0 : ℝ)).const_add (∑ j, x j)).const_mul p).sub_const a).congr_deriv
        (by ring)
    convert (h0.ofReal_comp.mul_const I).cexp using 1
    · funext s
      simp only [phase, hs]
    · simp only [phase, add_zero]
  have hl := hasDerivAt_line (hf.differentiable (by simp) (shift c x)) i
  have hb := hasDerivAt_line ((boost_contDiff (p := p) (a := a) (c := c) hf).differentiable
    (by simp) x) i
  have he : (fun s : ℝ => boost p a c f (x + s • δ[i])) =
      fun s : ℝ => phase p a (x + s • δ[i]) * f (shift c x + s • δ[i]) := by
    funext s
    have : shift c (x + s • δ[i]) = shift c x + s • δ[i] := by
      funext j
      simp only [shift, Pi.add_apply, Pi.smul_apply]
      ring
    rw [boost, this]
  rw [he] at hb
  rw [hb.unique (hp.fun_mul hl)]
  simp only [zero_smul, add_zero, boost]
  ring

/-- The Hamiltonian acting on a boosted wavefunction. -/
theorem hamiltonian_boost {p a c : ℝ} {f : (Fin N → ℝ) → ℂ} (hf : ContDiff ℝ 2 f)
    (V : (Fin N → ℝ) → ℝ) (x : Fin N → ℝ) :
    hamiltonian V (boost p a c f) x = phase p a x *
      (-(1 / 2) * ∑ i, partialD i (partialD i f) (shift c x)
        - I * p * ∑ i, partialD i f (shift c x) + (N * p ^ 2 / 2 + V x) * f (shift c x)) := by
  have h1 : ContDiff ℝ 1 f := hf.of_le (by norm_num)
  have hd : ∀ i, ContDiff ℝ 1 (partialD i f) := fun i =>
    (hf.fderiv_right (le_of_eq one_add_one_eq_two)).clm_apply contDiff_const
  have h2 : ∀ i, partialD i (partialD i (boost p a c f)) x = phase p a x *
      (-(p : ℂ) ^ 2 * f (shift c x) + 2 * I * p * partialD i f (shift c x)
        + partialD i (partialD i f) (shift c x)) := by
    intro i
    have hg : ContDiff ℝ 1 (fun z => I * p * f z + partialD i f z) :=
      (contDiff_const.mul h1).add (hd i)
    have hs := (hasDerivAt_line (hg.differentiable (by simp) (shift c x)) i).unique
      (((hasDerivAt_line (h1.differentiable (by simp) (shift c x)) i).const_mul
        (I * p)).fun_add (hasDerivAt_line ((hd i).differentiable (by simp) (shift c x)) i))
    rw [partialD_boost h1, partialD_boost hg]
    simp only [boost, hs]
    linear_combination phase p a x * p ^ 2 * f (shift c x) * I_sq
  simp only [hamiltonian, h2, boost, Finset.sum_add_distrib, ← Finset.mul_sum,
    Finset.sum_const, Finset.card_univ, Fintype.card_fin, nsmul_eq_mul]
  ring

/-- An eigenstate in a harmonic trap with a translation-invariant interaction, carried along a
driven classical path, solves the Schrödinger equation with the uniform force `F(t)` added. -/
theorem movingState_solves {ω E : ℝ} {F X P S : ℝ → ℝ} {U : (Fin N → ℝ) → ℝ}
    {φ : (Fin N → ℝ) → ℂ} (hφ : ContDiff ℝ 2 φ)
    (hE : ∀ x, hamiltonian (fun z => trap ω z + U z) φ x = E * φ x)
    (hU : ∀ c x, U (shift c x) = U x) (h : IsDrivenPath ω F X P S) :
    SolvesTDSE (fun t x => trap ω x + U x - F t * ∑ j, x j) (movingState φ E X P S) := by
  intro t
  refine ⟨boost_contDiff hφ, fun x => ?_⟩
  -- time derivative of the phase factor
  have hph : HasDerivAt (fun s => phase (P s) (N * S s + E * s) x)
      (phase (P t) (N * S t + E * t) x * (((-ω ^ 2 * X t + F t) * ∑ j, x j -
        (N * ((P t ^ 2 - ω ^ 2 * X t ^ 2) / 2) + E) : ℝ) * I)) t := by
    have h0 := ((h.mom t).mul_const (∑ j, x j)).fun_sub
      (((h.act t).const_mul (N : ℝ)).fun_add ((hasDerivAt_id' t).const_mul E))
    exact ((h0.ofReal_comp.mul_const I).cexp).congr_deriv (by simp only [phase, mul_one])
  -- time derivative of the displaced eigenstate
  have hcurve : HasDerivAt (fun s => shift (X s) x) (fun _ => -P t) t :=
    hasDerivAt_pi.2 fun j => (h.pos t).const_sub (x j)
  have hd : DifferentiableAt ℝ φ (shift (X t) x) := hφ.differentiable (by norm_num) _
  have hφt := hd.hasFDerivAt.comp_hasDerivAt t hcurve
  have hsum : fderiv ℝ φ (shift (X t) x) (fun _ => -P t) =
      -(P t : ℂ) * ∑ j, partialD j φ (shift (X t) x) := by
    have hv : (fun _ => -P t : Fin N → ℝ) = ∑ j : Fin N, (-P t) • δ[j] := by
      funext k
      simp [Finset.sum_apply, Pi.single_apply]
    rw [hv, map_sum, Finset.mul_sum]
    refine Finset.sum_congr rfl fun j _ => ?_
    rw [map_smul, Complex.real_smul, ofReal_neg, partialD]
  rw [hsum] at hφt
  -- the trap energy seen from the moving centre
  have ht : trap ω (shift (X t) x) =
      trap ω x - ω ^ 2 * X t * ∑ j, x j + N * (ω ^ 2 * X t ^ 2 / 2) := by
    have hk : (N : ℝ) * (ω ^ 2 * X t ^ 2 / 2) = ∑ _j : Fin N, ω ^ 2 * X t ^ 2 / 2 := by simp
    rw [hk]
    unfold trap
    rw [Finset.mul_sum, ← Finset.sum_sub_distrib, ← Finset.sum_add_distrib]
    refine Finset.sum_congr rfl fun j _ => ?_
    simp only [shift]
    ring
  have hH := hE (shift (X t) x)
  simp only [hamiltonian, hU, ht] at hH
  refine (hph.fun_mul hφt).congr_deriv ?_
  unfold movingState
  rw [hamiltonian_boost hφ]
  simp only [Function.comp_apply]
  push_cast at hH ⊢
  linear_combination (phase (P t) (N * S t + E * t) x * I) * hH -
    phase (P t) (N * S t + E * t) x * P t * (∑ j, partialD j φ (shift (X t) x)) * I_sq

/-- The density of a boosted wavefunction is the original density displaced by `c`. -/
theorem density_boost (p a c : ℝ) (f : (Fin (N + 1) → ℝ) → ℂ) (x : ℝ) :
    density (boost p a c f) x = density f (x - c) := by
  unfold density
  refine Finset.sum_congr rfl fun i _ => ?_
  rw [← integral_sub_right_eq_self
    (fun y : Fin N → ℝ => ‖f (Fin.insertNth (α := fun _ => ℝ) i (x - c) y)‖ ^ 2) (fun _ => c)]
  congr 1
  funext y
  have hy : shift c (Fin.insertNth (α := fun _ => ℝ) i x y) =
      Fin.insertNth (α := fun _ => ℝ) i (x - c) (y - fun _ => c) := by
    funext j
    rcases Fin.eq_self_or_eq_succAbove i j with rfl | ⟨k, rfl⟩ <;> simp [shift]
  rw [boost, hy, norm_mul, phase, Complex.norm_exp_ofReal_mul_I, one_mul]

/-- Harmonic potential theorem: for a translation-invariant interaction, the carried eigenstate
solves the driven many-particle Schrödinger equation, and its density is the eigenstate density
displaced by `X(t)`. -/
theorem harmonic_potential_theorem {ω E : ℝ} {F X P S : ℝ → ℝ} {U : (Fin (N + 1) → ℝ) → ℝ}
    {φ : (Fin (N + 1) → ℝ) → ℂ} (hφ : ContDiff ℝ 2 φ)
    (hE : ∀ x, hamiltonian (fun z => trap ω z + U z) φ x = E * φ x)
    (hU : ∀ c x, U (shift c x) = U x) (h : IsDrivenPath ω F X P S) :
    SolvesTDSE (fun t x => trap ω x + U x - F t * ∑ j, x j) (movingState φ E X P S) ∧
      ∀ t x, density (movingState φ E X P S t) x = density φ (x - X t) :=
  ⟨movingState_solves hφ hE hU h, fun _ x => density_boost _ _ _ φ x⟩

/-- An unnormalised two-particle function; for positive `ω` and `Ω` it is a Gaussian with separate
widths for the sum and difference of positions. -/
def pairState (ω Ω : ℝ) (x : Fin 2 → ℝ) : ℂ :=
  ((Real.exp (-(ω * (x 0 + x 1) ^ 2 + Ω * (x 0 - x 1) ^ 2) / 4) : ℝ) : ℂ)

/-- The function `pairState` is twice continuously differentiable and satisfies the eigenvalue
equation, with energy `(ω + Ω)/2`, of two trapped particles with a harmonic interaction. -/
theorem pairState_witness (ω Ω : ℝ) : ContDiff ℝ 2 (pairState ω Ω) ∧
    ∀ x, hamiltonian (fun z => trap ω z + (Ω ^ 2 - ω ^ 2) * (z 0 - z 1) ^ 2 / 4)
      (pairState ω Ω) x = ((ω + Ω) / 2 : ℝ) * pairState ω Ω x := by
  have hc : ContDiff ℝ 2 (pairState ω Ω) :=
    ofRealCLM.contDiff.comp (Real.contDiff_exp.comp (by fun_prop))
  have hd : Differentiable ℝ (pairState ω Ω) := hc.differentiable (by norm_num)
  have hlin : ∀ (i : Fin 2) (x : Fin 2 → ℝ) (k : Fin 2),
      HasDerivAt (fun s : ℝ => (x + s • δ[i]) k) (δ[i] k) 0 := fun i x k =>
    (((hasDerivAt_id' (0 : ℝ)).mul_const (δ[i] k)).const_add (x k)).congr_deriv (one_mul _)
  have h1 : ∀ i : Fin 2, partialD i (pairState ω Ω) = fun x =>
      ((-(ω * (x 0 + x 1) * (δ[i] 0 + δ[i] 1) + Ω * (x 0 - x 1) * (δ[i] 0 - δ[i] 1)) / 2 : ℝ)
        : ℂ) * pairState ω Ω x := by
    intro i
    funext x
    have a := hlin i x 0
    have b := hlin i x 1
    have q := ((((a.fun_add b).fun_pow 2).const_mul ω).fun_add
      (((a.fun_sub b).fun_pow 2).const_mul Ω)).fun_neg.div_const 4
    refine (hasDerivAt_line (hd x) i).unique (q.exp.ofReal_comp.congr_deriv ?_)
    simp only [pairState, zero_smul, add_zero, Nat.reduceSub, pow_one]
    push_cast
    ring
  have h2 : ∀ (i : Fin 2) (x : Fin 2 → ℝ), partialD i (partialD i (pairState ω Ω)) x =
      ((-(ω * (δ[i] 0 + δ[i] 1) ^ 2 + Ω * (δ[i] 0 - δ[i] 1) ^ 2) / 2 +
        ((ω * (x 0 + x 1) * (δ[i] 0 + δ[i] 1) + Ω * (x 0 - x 1) * (δ[i] 0 - δ[i] 1)) / 2) ^ 2
          : ℝ) : ℂ) * pairState ω Ω x := by
    intro i x
    have a := hlin i x 0
    have b := hlin i x 1
    have l := ((((a.fun_add b).const_mul ω).mul_const (δ[i] 0 + δ[i] 1)).fun_add
      (((a.fun_sub b).const_mul Ω).mul_const (δ[i] 0 - δ[i] 1))).fun_neg.div_const 2
    have hD := hasDerivAt_line (hd x) i
    have hc1 : ContDiff ℝ 1 (partialD i (pairState ω Ω)) :=
      (hc.fderiv_right (le_of_eq one_add_one_eq_two)).clm_apply contDiff_const
    have hdd := hc1.differentiable (by simp) x
    rw [h1 i] at hdd ⊢
    refine (hasDerivAt_line hdd i).unique ((l.ofReal_comp.fun_mul hD).congr_deriv ?_)
    simp only [h1 i, zero_smul, add_zero]
    push_cast
    ring
  refine ⟨hc, fun x => ?_⟩
  have e01 : δ[(0 : Fin 2)] 1 = 0 := by simp
  have e10 : δ[(1 : Fin 2)] 0 = 0 := by simp
  simp only [hamiltonian, Fin.sum_univ_two, h2, trap, e01, e10, Pi.single_eq_same]
  push_cast
  ring

/-- An explicit oscillator path under a periodic force of nonzero frequency `ν`. -/
theorem isDrivenPath_witness (ω a : ℝ) {ν : ℝ} (hν : ν ≠ 0) :
    IsDrivenPath ω (fun t => a * (ω ^ 2 - ν ^ 2) * Real.cos (ν * t))
      (fun t => a * Real.cos (ν * t)) (fun t => -(a * ν) * Real.sin (ν * t))
      (fun t => a ^ 2 / 4 * ((ν ^ 2 - ω ^ 2) * t -
        (ν ^ 2 + ω ^ 2) / ν * (Real.sin (ν * t) * Real.cos (ν * t)))) := by
  have hs : ∀ t, HasDerivAt (fun t => Real.sin (ν * t)) (ν * Real.cos (ν * t)) t := fun t =>
    (((hasDerivAt_id' t).const_mul ν).sin).congr_deriv (by ring)
  have hc : ∀ t, HasDerivAt (fun t => Real.cos (ν * t)) (-(ν * Real.sin (ν * t))) t := fun t =>
    (((hasDerivAt_id' t).const_mul ν).cos).congr_deriv (by ring)
  refine ⟨fun t => ((hc t).const_mul a).congr_deriv (by ring),
    fun t => ((hs t).const_mul (-(a * ν))).congr_deriv (by ring), fun t => ?_⟩
  have hk : (ν ^ 2 + ω ^ 2) / ν * ν = ν ^ 2 + ω ^ 2 := div_mul_cancel₀ _ hν
  refine ((((hasDerivAt_id' t).const_mul (ν ^ 2 - ω ^ 2)).fun_sub
    (((hs t).fun_mul (hc t)).const_mul ((ν ^ 2 + ω ^ 2) / ν))).const_mul
      (a ^ 2 / 4)).congr_deriv ?_
  linear_combination
    (-(a ^ 2 / 4) * (Real.cos (ν * t) ^ 2 - Real.sin (ν * t) ^ 2)) * hk -
      a ^ 2 / 4 * (ν ^ 2 - ω ^ 2) * Real.sin_sq_add_cos_sq (ν * t)

/-- The function `pairState` carried along any driven path solves the driven two-particle
Schrödinger equation. -/
theorem driven_pair_solves {ω : ℝ} (Ω : ℝ) {F X P S : ℝ → ℝ} (h : IsDrivenPath ω F X P S) :
    SolvesTDSE (fun t (x : Fin 2 → ℝ) =>
        trap ω x + (Ω ^ 2 - ω ^ 2) * (x 0 - x 1) ^ 2 / 4 - F t * ∑ j, x j)
      (movingState (pairState ω Ω) ((ω + Ω) / 2) X P S) :=
  movingState_solves (U := fun x => (Ω ^ 2 - ω ^ 2) * (x 0 - x 1) ^ 2 / 4)
    (pairState_witness ω Ω).1 (pairState_witness ω Ω).2
    (fun c x => by simp only [shift]; ring) h

end

end HarmonicPotentialTheorem
```

```lean
#print axioms HarmonicPotentialTheorem.harmonic_potential_theorem
#print axioms HarmonicPotentialTheorem.driven_pair_solves
```

```
'HarmonicPotentialTheorem.harmonic_potential_theorem' depends on axioms: [propext, Classical.choice, Quot.sound]
'HarmonicPotentialTheorem.driven_pair_solves' depends on axioms: [propext, Classical.choice, Quot.sound]
```

## Particles on a line, smooth states and smooth driving

`harmonic_potential_theorem` states both results for `N + 1` particles, so there is at least one and its phase contains (N + 1)S. `hE` is the eigenvalue equation, `hU` the translation invariance and `IsDrivenPath` the classical equations. `SolvesTDSE` requires a wavefunction twice continuously differentiable in space, with time derivative −iHψ at every point. `density` sums over particles the integral of |ψ|² over the other coordinates; it integrates to the particle number when φ is normalised.

`partialD_boost` supplies the term iP, and `hamiltonian_boost` applies it twice. In `movingState_solves`, `hph` and `hφt` are the time derivatives of the two factors, `ht` expands the shifted trap, and the final `linear_combination` inserts the eigenvalue equation and i² = −1. `density_boost` shifts the integral.

`pairState_witness` gives an example with energy (ω + Ω)/2, interacting when Ω² ≠ ω². For ω, Ω > 0, multiplying `pairState` by (ωΩ)^(1/4)/√π normalises it. `isDrivenPath_witness` gives an explicit periodic path, and `driven_pair_solves` carries the pair along any driven path.

The harmonic potential theorem is usually met for electrons in three dimensions; this version is one-dimensional and spinless. It excludes wavefunctions with interaction cusps, as well as sudden force steps and kicks, where P has no derivative. It exhibits a solution without showing that it is the only one with its initial data, and it says nothing about grid or time-step errors.
